# Estimating a Gaussian intracule density: a bounded second moment and a diverging histogram variance

## Density, means and two estimators

Let $r>0$ be the distance between two particles. The intracule density, the probability density of their separation vector, is taken to be the isotropic Gaussian
$$\rho(r)=\pi^{-3/2}e^{-r^2},$$
so the distance has density $w(r)=4\pi r^2\rho(r)$. In suitable length units, this describes two distinguishable non-interacting particles in the ground state of an isotropic harmonic trap. The mean of a function $f$ of the distance, and its variance, are
$$\langle f\rangle=\int_0^\infty f(r)\,w(r)\,dr,\qquad \operatorname{Var}f=\langle f^2\rangle-\langle f\rangle^2 .$$

For a separation $u\ge 0$ and a bin radius $\delta>0$, define
$$s_u(r)=\frac{6-4r^2}{4\pi\max(r,u)},\qquad
h_\delta(r)=\begin{cases}3/(4\pi\delta^3), & r<\delta,\\ 0, & r\ge\delta.\end{cases}$$
The histogram $h_\delta$ estimates $\rho(0)$: it counts samples in a small ball around zero separation and divides by the volume of the ball. The weight $s_u$ comes from electrostatics: $(6-4r^2)\rho=-\nabla^2\rho$, and $1/\max(r,u)$ is the Coulomb potential, in Gaussian units, at distance $u$ from the centre of a unit charge spread evenly over a spherical surface of radius $r$. The factor $6-4r^2=-\nabla^2\rho/\rho$ is specific to this density.

## Unbiased at every separation, with one bound

For every $u\ge0$, $\langle s_u\rangle=\rho(u)$ and $\langle s_u^2\rangle\le 3/\pi^2$, with both integrals convergent. By contrast, $\operatorname{Var}h_\delta\to\infty$ as $\delta\to0^+$.

In quantum Monte Carlo, the pair density at coalescence is hard to sample because few configurations fall near $r=0$; in this non-interacting Gaussian model, a weight that uses all distances keeps the single-sample variance bounded.

## Integrals from one derivative

Since $\rho'=-2r\rho$, for $n\ge0$
$$g_n(r):=(r^n\rho)'=n r^{n-1}\rho-2r^{n+1}\rho,\qquad \int_a^\infty g_n\,dr=-a^n\rho(a),$$
where the first term of $g_n$ is absent for $n=0$, and $a^0=1$. The Gaussian integral gives $\int_0^\infty\rho\,dr=\pi^{-3/2}\sqrt\pi/2=1/(2\pi)$. Because $w=2\pi\rho-2\pi g_1$, the total probability is $1-0=1$.

## The mean, split at $r=u$

For $0<r\le u$,
$$s_u w=\frac{(6-4r^2)r^2\rho}{u}=\frac2u\,g_3,\qquad \int_0^u s_u w\,dr=\frac2u\,u^3\rho(u)=2u^2\rho(u).$$
For $r>u$,
$$s_u w=(6r-4r^3)\rho=2g_2-g_0,\qquad \int_u^\infty s_u w\,dr=-2u^2\rho(u)+\rho(u).$$
The sum is $\rho(u)$. At $u=0$ the inner interval is empty and the outer part alone gives $\rho(0)$.

## The second moment

Since $r/\max(r,u)\le1$,
$$s_u^2w=\Big(\frac{r}{\max(r,u)}\Big)^2\frac{(6-4r^2)^2\rho}{4\pi}\le\frac{(9-12r^2+4r^4)\rho}{\pi}
=\frac6\pi\rho+\frac3\pi g_1-\frac2\pi g_3 .$$
On $(0,\infty)$ the integrals of $g_1$ and $g_3$ vanish, which leaves $\frac6\pi\cdot\frac1{2\pi}=3/\pi^2$.

## The histogram

Its mean is
$$m(\delta)=\frac{3}{\delta^3}\int_0^\delta r^2\rho(r)\,dr .$$
As $\rho$ decreases on $[0,\delta]$ and $\frac3{\delta^3}\int_0^\delta r^2dr=1$, we have $\rho(\delta)\le m(\delta)\le\rho(0)$, so $m(\delta)\to\rho(0)$. Moreover $h_\delta^2=\frac{3}{4\pi\delta^3}h_\delta$, hence
$$\operatorname{Var}h_\delta=\Big(\frac{3}{4\pi\delta^3}-m(\delta)\Big)m(\delta).$$
The first factor tends to infinity and the second to $\rho(0)>0$.

## Reading the Lean statement

`rho` and `radial` are $\rho$ and $w$; `smooth u` and `histogram δ` are $s_u$ and $h_\delta$. Distances are real numbers, and `Ioi 0` is the half-line $(0,\infty)$ over which `mean` integrates. `FiniteMean f` says that $f\,w$ is integrable there. It accompanies both claims about `smooth u`, because Lean assigns the value zero to the integral of a non-integrable function. `variance` is the second moment minus the squared mean, which is the mean squared deviation because $w$ has total probability one.

The final theorem, `smooth_versus_histogram`, is a conjunction. Its first half holds for all real `u` with `0 ≤ u`. Its second half says that `variance (histogram δ)` tends to `atTop`, that is to $+\infty$, along `𝓝[>] 0`, the approach to zero through positive $\delta$.

The density is fixed, with no free width. It is flat at $r=0$, so it has no electron–electron cusp, and no Jastrow factor enters. The means are integrals for a single sample; correlations along a Monte Carlo walk are not modelled.

## The complete file

```lean
import Mathlib

open Real MeasureTheory Set Filter Topology

namespace GaussianIntracule

noncomputable section

/-- The Gaussian intracule density `ρ(r) = π^(-3/2) exp(-r²)`. -/
def rho (r : ℝ) : ℝ := π ^ (-(3 / 2) : ℝ) * Real.exp (-r ^ 2)

/-- The density `4πr²ρ(r)` of the interparticle distance `r > 0`. -/
def radial (r : ℝ) : ℝ := 4 * π * r ^ 2 * rho r

/-- The estimator `f` is integrable under the radial density. -/
def FiniteMean (f : ℝ → ℝ) : Prop := IntegrableOn (fun r => f r * radial r) (Ioi 0)

/-- The mean of `f` under the radial density. -/
def mean (f : ℝ → ℝ) : ℝ := ∫ r in Ioi (0 : ℝ), f r * radial r

/-- The variance of `f`: its second moment minus its squared mean. -/
def variance (f : ℝ → ℝ) : ℝ := mean (fun r => f r ^ 2) - mean f ^ 2

/-- The estimator `(6 - 4r²) / (4π max(r,u))` of `ρ(u)`, for samples `r > 0`. -/
def smooth (u r : ℝ) : ℝ := (6 - 4 * r ^ 2) / (4 * π * max r u)

/-- The histogram estimator of `ρ(0)`: the indicator of `r < δ` over the volume of the ball
of radius `δ > 0`. -/
def histogram (δ r : ℝ) : ℝ := if r < δ then 3 / (4 * π * δ ^ 3) else 0

/-- The function `n r^(n-1) ρ(r) - 2 r^(n+1) ρ(r)`, whose first term is absent for `n = 0`. -/
def slope (n : ℕ) (r : ℝ) : ℝ := n * (r ^ (n - 1) * rho r) - 2 * (r ^ (n + 1) * rho r)

/-- For every natural number `n`, the function `rⁿρ(r)` is integrable on the real line. -/
theorem integrable_pow (n : ℕ) : Integrable (fun r : ℝ => r ^ n * rho r) := by
  have hn : (-1 : ℝ) < n := by
    have := n.cast_nonneg (α := ℝ)
    linarith
  have h := (integrable_rpow_mul_exp_neg_mul_sq one_pos hn).const_mul (π ^ (-(3 / 2) : ℝ))
  refine h.congr (Eventually.of_forall fun r => ?_)
  simp only [rho, Real.rpow_natCast, neg_mul, one_mul]
  ring

/-- The density obeys `ρ'(r) = -2rρ(r)`. -/
theorem hasDerivAt_rho (r : ℝ) : HasDerivAt rho (-2 * r * rho r) r := by
  have h2 : HasDerivAt (fun x : ℝ => -x ^ 2) (-(2 * r)) r := by
    simpa using (hasDerivAt_pow 2 r).fun_neg
  have h : HasDerivAt rho _ r := h2.exp.const_mul (π ^ (-(3 / 2) : ℝ))
  exact h.congr_deriv (by simp only [rho]; ring)

/-- The function `slope n` is integrable, and its integral from `a` to infinity is the boundary
term `-aⁿρ(a)`. -/
theorem slope_tail (n : ℕ) (a : ℝ) : Integrable (slope n) ∧
    ∫ r in Ioi a, slope n r = -(a ^ n * rho a) := by
  have hi : Integrable (slope n) :=
    ((integrable_pow (n - 1)).const_mul (n : ℝ)).sub ((integrable_pow (n + 1)).const_mul 2)
  have hd (x : ℝ) : HasDerivAt (fun r => r ^ n * rho r) (slope n x) x :=
    ((hasDerivAt_pow n x).fun_mul (hasDerivAt_rho x)).congr_deriv (by simp only [slope]; ring)
  have ht : Tendsto (fun r => r ^ n * rho r) atTop (𝓝 0) :=
    tendsto_zero_of_hasDerivAt_of_integrableOn_Ioi (a := a) (fun x _ => hd x)
      hi.integrableOn (integrable_pow n).integrableOn
  exact ⟨hi, (integral_Ioi_of_hasDerivAt_of_tendsto' (fun x _ => hd x)
    hi.integrableOn ht).trans (zero_sub _)⟩

/-- The radial density is continuous with total probability one, and `∫ ρ = 1/(2π)` on the
half-line. -/
theorem normalization : Continuous radial ∧ ∫ r in Ioi (0 : ℝ), radial r = 1 ∧
    ∫ r in Ioi (0 : ℝ), rho r = 1 / (2 * π) := by
  have h0 : ∫ r in Ioi (0 : ℝ), rho r = 1 / (2 * π) := by
    have e : π ^ (-(3 / 2) : ℝ) * √π = π⁻¹ := by
      rw [Real.sqrt_eq_rpow, ← Real.rpow_add Real.pi_pos, ← Real.rpow_neg_one]
      norm_num
    have g : ∫ r in Ioi (0 : ℝ), Real.exp (-r ^ 2) = √π / 2 := by
      simpa using integral_gaussian_Ioi 1
    simp only [rho]
    rw [integral_const_mul, g]
    linear_combination (1 / 2) * e
  refine ⟨?_, ?_, h0⟩
  · show Continuous (fun r : ℝ => 4 * π * r ^ 2 * (π ^ (-(3 / 2) : ℝ) * Real.exp (-r ^ 2)))
    fun_prop
  · have e : radial = fun r => 2 * π * rho r - 2 * π * slope 1 r := by
      funext r
      simp only [radial, slope]
      push_cast
      ring
    have hr : Integrable rho := by simpa using integrable_pow 0
    simp only [e]
    rw [integral_sub (hr.const_mul (2 * π)).integrableOn
      ((slope_tail 1 0).1.const_mul (2 * π)).integrableOn, integral_const_mul,
      integral_const_mul, h0, (slope_tail 1 0).2]
    linear_combination mul_inv_cancel₀ Real.pi_ne_zero

/-- For every `u ≥ 0` the smooth estimator is integrable and its mean is `ρ(u)`. -/
theorem smooth_mean {u : ℝ} (hu : 0 ≤ u) :
    FiniteMean (smooth u) ∧ mean (smooth u) = rho u := by
  have e1 : EqOn (fun r => 2 * u⁻¹ * slope 3 r) (fun r => smooth u r * radial r) (Ioc 0 u) := by
    intro r hr
    simp only [smooth, radial, slope, max_eq_right hr.2]
    push_cast
    linear_combination (-(u⁻¹ * (r ^ 2 * (6 - 4 * r ^ 2) * rho r))) *
      mul_inv_cancel₀ Real.pi_ne_zero
  have e2 : EqOn (fun r => 2 * slope 2 r - slope 0 r)
      (fun r => smooth u r * radial r) (Ioi u) := by
    intro r hr
    have h1 : u < r := hr
    have h0 : 0 < r := hu.trans_lt h1
    have hne : 4 * π * r ≠ 0 := by positivity
    simp only [smooth, radial, slope, max_eq_left h1.le]
    rw [div_mul_eq_mul_div, eq_div_iff hne]
    push_cast
    ring
  have b3 := (slope_tail 3 u).1
  have b2 := ((slope_tail 2 u).1.const_mul 2).integrableOn (s := Ioi u)
  have b0 := (slope_tail 0 u).1.integrableOn (s := Ioi u)
  have I1 := ((b3.const_mul (2 * u⁻¹)).integrableOn (s := Ioc 0 u)).congr_fun e1
    measurableSet_Ioc
  have I2 : IntegrableOn (fun r => smooth u r * radial r) (Ioi u) :=
    IntegrableOn.congr_fun (b2.sub b0) e2 measurableSet_Ioi
  have U : Ioc 0 u ∪ Ioi u = Ioi 0 := Ioc_union_Ioi_eq_Ioi hu
  have hd : Disjoint (Ioc 0 u) (Ioi u) :=
    Set.disjoint_left.2 fun x hx hx' => not_lt_of_ge hx.2 hx'
  -- split every integral at r = u
  have split (f : ℝ → ℝ) (h1 : IntegrableOn f (Ioc 0 u)) (h2 : IntegrableOn f (Ioi u)) :
      ∫ r in Ioi (0 : ℝ), f r = (∫ r in Ioc 0 u, f r) + ∫ r in Ioi u, f r := by
    rw [← U, setIntegral_union hd measurableSet_Ioi h1 h2]
  have k := split (slope 3) b3.integrableOn b3.integrableOn
  rw [(slope_tail 3 0).2, (slope_tail 3 u).2] at k
  have q : u⁻¹ * u ^ 3 = u ^ 2 := by
    rcases eq_or_ne u 0 with h | h
    · simp [h]
    · field_simp
  constructor
  · show IntegrableOn (fun r => smooth u r * radial r) (Ioi 0)
    rw [← U]
    exact I1.union I2
  · refine (split _ I1 I2).trans ?_
    rw [← setIntegral_congr_fun measurableSet_Ioc e1, ← setIntegral_congr_fun measurableSet_Ioi e2,
      integral_const_mul, integral_sub b2 b0, integral_const_mul, (slope_tail 2 u).2,
      (slope_tail 0 u).2]
    linear_combination (-2 * u⁻¹) * k + 2 * rho u * q

/-- The second moment of the smooth estimator is finite and at most `3/π²` for every `u`. -/
theorem smooth_second_moment (u : ℝ) : FiniteMean (fun r => smooth u r ^ 2) ∧
    mean (fun r => smooth u r ^ 2) ≤ 3 / π ^ 2 := by
  have i0 : IntegrableOn (fun r => 6 / π * rho r) (Ioi 0) := by
    simpa using ((integrable_pow 0).const_mul (6 / π)).integrableOn (s := Ioi 0)
  have i1 := ((slope_tail 1 0).1.const_mul (3 / π)).integrableOn (s := Ioi 0)
  have i3 := ((slope_tail 3 0).1.const_mul (2 / π)).integrableOn (s := Ioi 0)
  have i13 : IntegrableOn (fun r => 3 / π * slope 1 r - 2 / π * slope 3 r) (Ioi 0) := i1.sub i3
  have hE : IntegrableOn (fun r => 6 / π * rho r + (3 / π * slope 1 r - 2 / π * slope 3 r))
      (Ioi 0) := i0.add i13
  have hI : ∫ r in Ioi (0 : ℝ), (6 / π * rho r + (3 / π * slope 1 r - 2 / π * slope 3 r)) =
      3 / π ^ 2 := by
    rw [integral_add i0 i13, integral_sub i1 i3, integral_const_mul, integral_const_mul,
      integral_const_mul, normalization.2.2, (slope_tail 1 0).2, (slope_tail 3 0).2]
    ring
  -- replacing max(r,u) by r gives an integrable upper bound
  have hle : ∀ r ∈ Ioi (0 : ℝ), smooth u r ^ 2 * radial r ≤
      6 / π * rho r + (3 / π * slope 1 r - 2 / π * slope 3 r) := by
    intro r hr
    have h0 : 0 < r := hr
    have hM : 0 < max r u := lt_max_of_lt_left h0
    have h1 : r / max r u ≤ 1 := (div_le_one hM).2 (le_max_left r u)
    have hp : 0 ≤ (6 - 4 * r ^ 2) ^ 2 * rho r / (4 * π) := by
      unfold rho
      positivity
    calc smooth u r ^ 2 * radial r
        = (r / max r u) ^ 2 * ((6 - 4 * r ^ 2) ^ 2 * rho r / (4 * π)) := by
          simp only [smooth, radial]
          linear_combination ((6 - 4 * r ^ 2) ^ 2 * rho r * r ^ 2 * (max r u)⁻¹ ^ 2 * π⁻¹ / 4) *
            mul_inv_cancel₀ Real.pi_ne_zero
      _ ≤ (6 - 4 * r ^ 2) ^ 2 * rho r / (4 * π) :=
          mul_le_of_le_one_left hp (pow_le_one₀ (by positivity) h1)
      _ = _ := by
          simp only [slope]
          push_cast
          ring
  have hm : Measurable (smooth u) := by
    have h1 : Measurable (fun r : ℝ => 6 - 4 * r ^ 2) := by fun_prop
    exact h1.div ((measurable_id.max measurable_const).const_mul (4 * π))
  have hF : FiniteMean (fun r => smooth u r ^ 2) := by
    refine Integrable.mono' hE
      ((hm.pow_const 2).mul normalization.1.measurable).aestronglyMeasurable
      ((ae_restrict_iff' measurableSet_Ioi).2 (Eventually.of_forall fun r hr => ?_))
    have hp : 0 ≤ radial r := by
      unfold radial rho
      positivity
    exact (Real.norm_of_nonneg (mul_nonneg (sq_nonneg (smooth u r)) hp)).trans_le (hle r hr)
  exact ⟨hF, (setIntegral_mono_on hF hE measurableSet_Ioi hle).trans_eq hI⟩

/-- For `δ > 0` the mean of the histogram estimator lies between `ρ(δ)` and `ρ(0)`. -/
theorem histogram_mean {δ : ℝ} (hδ : 0 < δ) :
    rho δ ≤ mean (histogram δ) ∧ mean (histogram δ) ≤ rho 0 := by
  have e : (fun r => histogram δ r * radial r) =
      (Iio δ).indicator (fun r => 3 / (4 * π * δ ^ 3) * radial r) := by
    funext r
    by_cases h : r < δ <;> simp [histogram, Set.indicator, h]
  have M : mean (histogram δ) = ∫ r in (0 : ℝ)..δ, 3 / (4 * π * δ ^ 3) * radial r := by
    show ∫ r in Ioi (0 : ℝ), histogram δ r * radial r = _
    rw [e, setIntegral_indicator measurableSet_Iio, Ioi_inter_Iio,
      ← integral_Ioc_eq_integral_Ioo, ← intervalIntegral.integral_of_le hδ.le]
  have mono (a b : ℝ) (ha : 0 ≤ a) (hab : a ≤ b) : rho b ≤ rho a :=
    mul_le_mul_of_nonneg_left (Real.exp_le_exp.2 (by nlinarith)) (by positivity)
  -- a constant density is reproduced exactly
  have hk (k : ℝ) : ∫ r in (0 : ℝ)..δ, 3 / (4 * π * δ ^ 3) * (4 * π * r ^ 2 * k) = k := by
    have h : (fun r : ℝ => 3 / (4 * π * δ ^ 3) * (4 * π * r ^ 2 * k)) =
        fun r => 3 * k / δ ^ 3 * r ^ 2 := by
      funext r
      linear_combination (3 * k / δ ^ 3 * r ^ 2) * mul_inv_cancel₀ Real.pi_ne_zero
    rw [h, intervalIntegral.integral_const_mul, integral_pow]
    push_cast
    linear_combination k * mul_inv_cancel₀ (pow_ne_zero 3 hδ.ne')
  have iw : IntervalIntegrable (fun r => 3 / (4 * π * δ ^ 3) * radial r) volume 0 δ :=
    (continuous_const.mul normalization.1).intervalIntegrable 0 δ
  have ik (k : ℝ) : IntervalIntegrable
      (fun r : ℝ => 3 / (4 * π * δ ^ 3) * (4 * π * r ^ 2 * k)) volume 0 δ :=
    (continuous_const.mul (by fun_prop)).intervalIntegrable 0 δ
  rw [M]
  constructor
  · refine (hk (rho δ)).symm.le.trans
      (intervalIntegral.integral_mono_on hδ.le (ik _) iw fun r hr => ?_)
    exact mul_le_mul_of_nonneg_left
      (mul_le_mul_of_nonneg_left (mono r δ hr.1 hr.2) (by positivity)) (by positivity)
  · refine (intervalIntegral.integral_mono_on hδ.le iw (ik (rho 0)) fun r hr => ?_).trans
      (hk (rho 0)).le
    exact mul_le_mul_of_nonneg_left
      (mul_le_mul_of_nonneg_left (mono 0 r le_rfl hr.1) (by positivity)) (by positivity)

/-- For every `u ≥ 0` the smooth estimator has mean `ρ(u)` and a finite second moment at most
`3/π²`, whereas the variance of the histogram estimator tends to infinity as `δ` tends to zero
from above. -/
theorem smooth_versus_histogram :
    (∀ u : ℝ, 0 ≤ u → FiniteMean (smooth u) ∧ mean (smooth u) = rho u ∧
      FiniteMean (fun r => smooth u r ^ 2) ∧ mean (fun r => smooth u r ^ 2) ≤ 3 / π ^ 2) ∧
    Tendsto (fun δ => variance (histogram δ)) (𝓝[>] 0) atTop := by
  refine ⟨fun u hu => ⟨(smooth_mean hu).1, (smooth_mean hu).2, smooth_second_moment u⟩, ?_⟩
  have m : Tendsto (fun δ => mean (histogram δ)) (𝓝[>] 0) (𝓝 (rho 0)) := by
    refine tendsto_of_tendsto_of_tendsto_of_le_of_le'
      ((hasDerivAt_rho 0).continuousAt.tendsto.mono_left nhdsWithin_le_nhds)
      tendsto_const_nhds ?_ ?_
    · filter_upwards [self_mem_nhdsWithin] with δ hδ using (histogram_mean hδ).1
    · filter_upwards [self_mem_nhdsWithin] with δ hδ using (histogram_mean hδ).2
  have d : Tendsto (fun δ : ℝ => δ ^ 3) (𝓝[>] 0) (𝓝[>] 0) := by
    refine tendsto_nhdsWithin_iff.2
      ⟨((continuous_pow 3).tendsto' 0 0 (by norm_num)).mono_left nhdsWithin_le_nhds, ?_⟩
    filter_upwards [self_mem_nhdsWithin] with δ hδ using pow_pos (mem_Ioi.1 hδ) 3
  have i : Tendsto (fun δ : ℝ => (δ ^ 3)⁻¹) (𝓝[>] 0) atTop := tendsto_inv_nhdsGT_zero.comp d
  have hc : 0 < 3 / (4 * π) := by positivity
  have hρ : 0 < rho 0 := by
    unfold rho
    positivity
  refine (((i.const_mul_atTop hc).atTop_add m.neg).atTop_mul_pos hρ m).congr fun δ => ?_
  -- the squared histogram is a multiple of the histogram
  have q (r : ℝ) : histogram δ r ^ 2 * radial r =
      3 / (4 * π * δ ^ 3) * (histogram δ r * radial r) := by
    simp only [histogram]
    split_ifs <;> ring
  have m2 : mean (fun r => histogram δ r ^ 2) = 3 / (4 * π * δ ^ 3) * mean (histogram δ) :=
    (integral_congr_ae (Eventually.of_forall q)).trans (integral_const_mul _ _)
  simp only [variance, m2]
  ring

end

end GaussianIntracule
```

```lean
#print axioms GaussianIntracule.smooth_versus_histogram
```

```
'GaussianIntracule.smooth_versus_histogram' depends on axioms: [propext, Classical.choice, Quot.sound]
```

## From the integrals to the Lean proof

`integrable_pow` takes the integrability of $r^n\rho$ from Mathlib's Gaussian results, and `hasDerivAt_rho` supplies $\rho'=-2r\rho$. The function `slope n` is $g_n$. In `slope_tail`, the decay of $r^n\rho$ at infinity follows from the integrability of the function and its derivative; the fundamental theorem of calculus on a half-line then gives the boundary term. `normalization` combines this with the Gaussian integral.

In `smooth_mean`, the facts `e1` and `e2` are the two rewritings of $s_uw$, on `Ioc 0 u` and `Ioi u`. The local lemma `split` cuts an integral at $r=u$. Applied to `slope 3`, it yields the inner integral as a difference of two tails, and a closing `linear_combination` adds the two contributions.

In `smooth_second_moment`, `hle` is the pointwise bound, with the factor $(r/\max(r,u))^2$ visible in the `calc` block. It serves twice: `Integrable.mono'` turns it into finiteness of the second moment, and `setIntegral_mono_on` into the numerical bound. The argument needs no sign condition on `u`.

`histogram_mean` reduces the mean to an integral from $0$ to $\delta$. There `hk` shows that a constant density is reproduced exactly, and monotonicity of $\rho$ gives the two bounds. In the final theorem these squeeze the mean to `rho 0` (the limit `m`), `i` is the divergence of $\delta^{-3}$, and `q` is the identity for the squared histogram. The limit is proved for the product $(3/(4\pi\delta^3)-m(\delta))\,m(\delta)$ and carried over to the variance by `congr`.
